# Counting the plane-wave beams that survive a layer spacing

Take a square lattice with constant $a = 2\pi$, so that its reciprocal vectors $g$ are the integer pairs $(n_1, n_2)$. Keep those whose decay factor $e^{-\|g\| d}$ over a spacing $d = 1$ is at least $\varepsilon = e^{-2}$. The test reads $\|g\| \le 2$, and the squared lengths $0, 1, 2, 4$ contribute $1 + 4 + 4 + 4 = 13$ vectors. The $3 \times 3$ square of points lies inside this disc and the $5 \times 5$ square contains it, so $9 \le 13 \le 25$. Halving $d$ doubles the radius to $4$, and the same comparison gives $25 \le 49 \le 81$.

In layer KKR, neighbouring layers are coupled through plane waves labelled by $g$, and the count of retained beams sets the size of the layer scattering matrices; here the decay constant is idealised to $\|g\|$ (zero parallel Bloch vector, zero kinetic energy between the layers) and the lattice is square.

```lean
import Mathlib

open Real Filter Topology Asymptotics

namespace LayerBeamCount

noncomputable section
```

## The model

For general $a$, the reciprocal vectors are $g = \frac{2\pi}{a}(n_1, n_2)$ in the Euclidean plane. The integers $n_1, n_2$ are `n.1` and `n.2`, while the components of $g$ carry the indices $0$ and $1$ of `Fin 2`.

```lean
/-- The reciprocal vector `g = (2π/a)(n₁, n₂)` of a square lattice with constant `a`. -/
def recipVec (a : ℝ) (n : ℤ × ℤ) : EuclideanSpace ℝ (Fin 2) :=
  !₂[2 * π / a * n.1, 2 * π / a * n.2]
```

A vector is retained when $\varepsilon \le e^{-\|g\| d}$, equality included. The decay law is part of the definition and is not derived from a wave equation.

```lean
/-- The reciprocal vectors whose decay factor `exp(-‖g‖ d)` over the layer spacing `d`
is at least the tolerance `ε`. -/
def retainedBeams (a d ε : ℝ) : Set (EuclideanSpace ℝ (Fin 2)) :=
  {g | g ∈ Set.range (recipVec a) ∧ ε ≤ exp (-(‖g‖ * d))}
```

The number retained is $N$. Since `ncard` returns $0$ on an infinite set, finiteness is made part of the main theorem.

```lean
/-- The number `N` of retained reciprocal vectors. -/
def beamCount (a d ε : ℝ) : ℕ := (retainedBeams a d ε).ncard
```

The dimensionless radius is $R = a \ln(1/\varepsilon)/(2\pi d)$, and $c = a \ln(1/\varepsilon)/(2\pi)$ is a length independent of $d$.

```lean
/-- The dimensionless cutoff radius `R = a ln(1/ε) / (2π d)`. -/
def cutoffRadius (a d ε : ℝ) : ℝ := a * log (1 / ε) / (2 * π * d)

/-- The length `c = a ln(1/ε) / (2π)`. -/
def cutoffLength (a ε : ℝ) : ℝ := a * log (1 / ε) / (2 * π)
```

In index space, `disc R` holds the pairs with $\sqrt{n_1^2 + n_2^2} \le R$, and `box M`, for a natural number $M$, holds those with $-M \le n_1, n_2 \le M$.

```lean
/-- Integer pairs of Euclidean length at most `R`. -/
def disc (R : ℝ) : Set (ℤ × ℤ) := {n | √((n.1 : ℝ) ^ 2 + (n.2 : ℝ) ^ 2) ≤ R}

/-- Integer pairs with both components in `[-M, M]`. -/
def box (M : ℕ) : Finset (ℤ × ℤ) :=
  Finset.Icc (-(M : ℤ)) M ×ˢ Finset.Icc (-(M : ℤ)) M
```

## From the tolerance to a disc

For $a > 0$ the prefactor is positive and leaves the square root:
$$\|g\| = \sqrt{(2\pi/a)^2 (n_1^2 + n_2^2)} = \frac{2\pi}{a}\sqrt{n_1^2 + n_2^2}.$$

```lean
/-- The length of a reciprocal vector is `(2π/a) √(n₁² + n₂²)`. -/
theorem norm_recipVec {a : ℝ} (ha : 0 < a) (n : ℤ × ℤ) :
    ‖recipVec a n‖ = 2 * π / a * √((n.1 : ℝ) ^ 2 + (n.2 : ℝ) ^ 2) := by
  have hk : 0 < 2 * π / a := by positivity
  have h0 : recipVec a n 0 = 2 * π / a * n.1 := rfl
  have h1 : recipVec a n 1 = 2 * π / a * n.2 := rfl
  have h : ‖recipVec a n 0‖ ^ 2 + ‖recipVec a n 1‖ ^ 2
      = (2 * π / a) ^ 2 * ((n.1 : ℝ) ^ 2 + (n.2 : ℝ) ^ 2) := by
    rw [h0, h1]
    simp only [Real.norm_eq_abs, sq_abs]
    ring
  rw [EuclideanSpace.norm_eq, Fin.sum_univ_two, h, Real.sqrt_mul (sq_nonneg _),
    Real.sqrt_sq hk.le]
```

For $a > 0$, cancelling the nonzero factor $2\pi/a$ in each component shows that equal vectors have equal indices, so vectors and pairs can be counted interchangeably.

```lean
/-- Different index pairs give different reciprocal vectors. -/
theorem recipVec_injective {a : ℝ} (ha : 0 < a) : Function.Injective (recipVec a) := by
  intro n m h
  have hk : 0 < 2 * π / a := by positivity
  have h0 : 2 * π / a * (n.1 : ℝ) = 2 * π / a * m.1 :=
    congrArg (fun v : EuclideanSpace ℝ (Fin 2) => v 0) h
  have h1 : 2 * π / a * (n.2 : ℝ) = 2 * π / a * m.2 :=
    congrArg (fun v : EuclideanSpace ℝ (Fin 2) => v 1) h
  have e0 := mul_left_cancel₀ hk.ne' h0
  have e1 := mul_left_cancel₀ hk.ne' h1
  exact Prod.ext (by exact_mod_cast e0) (by exact_mod_cast e1)
```

Write $s = \sqrt{n_1^2 + n_2^2}$. For $a > 0$, $d > 0$ and $\varepsilon > 0$,
$$\varepsilon \le e^{-2\pi s d/a} \iff \ln\varepsilon \le -\frac{2\pi s d}{a} \iff 2\pi d\, s \le a \ln(1/\varepsilon) \iff s \le R.$$
The first equivalence is `Real.log_le_iff_le_exp`; `le_div_iff₀` and `div_le_iff₀` clear the denominators $2\pi d$ and $a$.

```lean
/-- A reciprocal vector passes the tolerance test exactly when its index pair lies in the
disc of radius `R`. -/
theorem retained_iff {a d ε : ℝ} (ha : 0 < a) (hd : 0 < d) (hε : 0 < ε) (n : ℤ × ℤ) :
    ε ≤ exp (-(‖recipVec a n‖ * d)) ↔ n ∈ disc (cutoffRadius a d ε) := by
  have hp : 0 < 2 * π * d := by positivity
  show _ ↔ √((n.1 : ℝ) ^ 2 + (n.2 : ℝ) ^ 2) ≤ a * log (1 / ε) / (2 * π * d)
  -- take logarithms and clear denominators
  rw [← Real.log_le_iff_le_exp hε, norm_recipVec ha, one_div, Real.log_inv, le_div_iff₀ hp]
  generalize √((n.1 : ℝ) ^ 2 + (n.2 : ℝ) ^ 2) = s
  have h : 2 * π / a * s * d = s * (2 * π * d) / a := by ring
  rw [h, le_neg, div_le_iff₀ ha]
  constructor <;> intro h' <;> linarith
```

Under the same three hypotheses, the retained set is therefore the image of the disc under $n \mapsto g$.

```lean
/-- The retained reciprocal vectors are those labelled by the integer pairs in the disc of
radius `R`. -/
theorem retained_eq_image {a d ε : ℝ} (ha : 0 < a) (hd : 0 < d) (hε : 0 < ε) :
    retainedBeams a d ε = recipVec a '' disc (cutoffRadius a d ε) := by
  ext g
  constructor
  · rintro ⟨⟨n, rfl⟩, h⟩
    exact ⟨n, (retained_iff ha hd hε n).1 h, rfl⟩
  · rintro ⟨n, h, rfl⟩
    exact ⟨⟨n, rfl⟩, (retained_iff ha hd hε n).2 h⟩
```

## Two squares around the disc

Each side of the square has $2M + 1$ integers, so it holds $(2M+1)^2$ pairs.

```lean
/-- The square `[-M, M]²` holds `(2M + 1)²` integer pairs. -/
theorem card_box (M : ℕ) : (box M : Set (ℤ × ℤ)).ncard = (2 * M + 1) ^ 2 := by
  have h0 : (box M : Set (ℤ × ℤ)).ncard = (box M).card := by simp
  have h : (Finset.Icc (-(M : ℤ)) M).card = 2 * M + 1 := by
    rw [Int.card_Icc]
    omega
  rw [h0, box, Finset.card_product, h]
  ring
```

In the disc $|n_1| \le s \le R$, and an integer with $|n_1| \le R$ has $|n_1| \le \lfloor R \rfloor$; the same holds for $n_2$. The step from $R$ to its floor is `key`. Lean's `⌊R⌋₊` is natural-valued and equals the ordinary floor for $R \ge 0$.

```lean
/-- The integer pairs in the disc of radius `R` lie in the square of half-width `⌊R⌋`. -/
theorem disc_subset_box (R : ℝ) : disc R ⊆ (box ⌊R⌋₊ : Set (ℤ × ℤ)) := by
  have key : ∀ m : ℤ, |(m : ℝ)| ≤ R → m ∈ Finset.Icc (-(⌊R⌋₊ : ℤ)) ⌊R⌋₊ := by
    intro m hm
    have h : m.natAbs ≤ ⌊R⌋₊ :=
      Nat.le_floor (by rw [Nat.cast_natAbs, Int.cast_abs]; exact hm)
    rw [Finset.mem_Icc]
    omega
  intro n hn
  have hn' : √((n.1 : ℝ) ^ 2 + (n.2 : ℝ) ^ 2) ≤ R := hn
  rw [Finset.mem_coe, box, Finset.mem_product]
  exact ⟨key _ ((Real.abs_le_sqrt (by linarith [sq_nonneg (n.2 : ℝ)])).trans hn'),
    key _ ((Real.abs_le_sqrt (by linarith [sq_nonneg (n.1 : ℝ)])).trans hn')⟩
```

For $R \ge 0$ and $M = \lfloor R/\sqrt2 \rfloor$ one has $M\sqrt2 \le R$, hence $2M^2 \le R^2$ (`hM2`), and every pair in the square satisfies $n_1^2 + n_2^2 \le 2M^2 \le R^2$.

```lean
/-- For `R ≥ 0` the square of half-width `⌊R/√2⌋` lies in the disc of radius `R`. -/
theorem box_subset_disc {R : ℝ} (hR : 0 ≤ R) :
    (box ⌊R / √2⌋₊ : Set (ℤ × ℤ)) ⊆ disc R := by
  have hs : (0 : ℝ) < √2 := by positivity
  have hM : (⌊R / √2⌋₊ : ℝ) * √2 ≤ R :=
    (le_div_iff₀ hs).1 (Nat.floor_le (by positivity))
  generalize ⌊R / √2⌋₊ = M at hM ⊢
  have hM2 : ((M : ℝ) * √2) ^ 2 ≤ R ^ 2 := pow_le_pow_left₀ (by positivity) hM 2
  rw [mul_pow, Real.sq_sqrt (by norm_num : (0 : ℝ) ≤ 2)] at hM2
  have key : ∀ m : ℤ, m ∈ Finset.Icc (-(M : ℤ)) M → (m : ℝ) ^ 2 ≤ (M : ℝ) ^ 2 := by
    intro m hm
    rw [Finset.mem_Icc] at hm
    exact sq_le_sq' (by exact_mod_cast hm.1) (by exact_mod_cast hm.2)
  intro n hn
  rw [Finset.mem_coe, box, Finset.mem_product] at hn
  exact Real.sqrt_le_iff.2 ⟨hR, by linarith [key _ hn.1, key _ hn.2]⟩
```

## The bounds on $N$

For $a > 0$, $d > 0$ and $0 < \varepsilon < 1$, the retained set is finite and
$$\left(2\lfloor R/\sqrt2 \rfloor + 1\right)^2 \le N \le (2R + 1)^2.$$
The lower bound compares natural numbers and the upper one reals. The condition $\varepsilon < 1$ makes $\ln(1/\varepsilon)$ positive (`hL`), so $R \ge 0$. Injectivity turns $N$ into the number of pairs in the disc, which is finite as a subset of the outer square. `Set.ncard_le_ncard` applied to the two inclusions gives $(2\lfloor R/\sqrt2\rfloor + 1)^2 \le N \le (2\lfloor R \rfloor + 1)^2$, and $\lfloor R \rfloor \le R$ finishes the upper bound.

```lean
/-- For `a, d > 0` and `0 < ε < 1` finitely many reciprocal vectors are retained, and their
number satisfies `(2⌊R/√2⌋ + 1)² ≤ N ≤ (2R + 1)²`. -/
theorem beamCount_bounds {a d ε : ℝ} (ha : 0 < a) (hd : 0 < d) (h0 : 0 < ε) (h1 : ε < 1) :
    (retainedBeams a d ε).Finite ∧
      (2 * ⌊cutoffRadius a d ε / √2⌋₊ + 1) ^ 2 ≤ beamCount a d ε ∧
      (beamCount a d ε : ℝ) ≤ (2 * cutoffRadius a d ε + 1) ^ 2 := by
  have hL : 0 < log (1 / ε) := Real.log_pos (by rw [lt_div_iff₀ h0]; linarith)
  have hR : 0 ≤ cutoffRadius a d ε := (div_pos (mul_pos ha hL) (by positivity)).le
  rw [beamCount, retained_eq_image ha hd h0,
    Set.ncard_image_of_injective _ (recipVec_injective ha)]
  generalize cutoffRadius a d ε = R at hR ⊢
  have hfin : (disc R).Finite := (Finset.finite_toSet _).subset (disc_subset_box R)
  refine ⟨hfin.image _, ?_, ?_⟩
  · -- inscribed square
    rw [← card_box]
    exact Set.ncard_le_ncard (box_subset_disc hR) hfin
  · -- circumscribed square
    have h := Set.ncard_le_ncard (disc_subset_box R) (Finset.finite_toSet _)
    rw [card_box] at h
    have h' : ((disc R).ncard : ℝ) ≤ (2 * (⌊R⌋₊ : ℝ) + 1) ^ 2 := by exact_mod_cast h
    have hf := Nat.floor_le hR
    exact h'.trans (pow_le_pow_left₀ (by positivity) (by linarith) 2)
```

## Growth as the spacing shrinks

With $x = R/\sqrt2 \ge 0$, one has $x < \lfloor x \rfloor + 1 \le 2\lfloor x \rfloor + 1$ (`hx` keeps the non-strict form), so $R^2/2 \le N$. Multiplying both bounds by $d^2$ and using $Rd = c$ (`hRd`) gives, under the same hypotheses and for every $d > 0$,
$$\frac{c^2}{2} \le N d^2 \le (2c + d)^2.$$

```lean
/-- For `a > 0`, `0 < ε < 1` and `c = a ln(1/ε)/(2π)`, the count `N` obeys `c²/2 ≤ N d² ≤ (2c + d)²` for every
spacing `d > 0`. -/
theorem beamCount_scaling {a d ε : ℝ} (ha : 0 < a) (hd : 0 < d) (h0 : 0 < ε) (h1 : ε < 1) :
    cutoffLength a ε ^ 2 / 2 ≤ beamCount a d ε * d ^ 2 ∧
      beamCount a d ε * d ^ 2 ≤ (2 * cutoffLength a ε + d) ^ 2 := by
  obtain ⟨-, hlo, hhi⟩ := beamCount_bounds ha hd h0 h1
  have hL : 0 < log (1 / ε) := Real.log_pos (by rw [lt_div_iff₀ h0]; linarith)
  have hR : 0 ≤ cutoffRadius a d ε := (div_pos (mul_pos ha hL) (by positivity)).le
  have hq : cutoffRadius a d ε = cutoffLength a ε / d := (div_div _ _ _).symm
  have hRd : cutoffRadius a d ε * d = cutoffLength a ε := by
    rw [hq]
    field_simp
  rw [← hRd]
  generalize cutoffRadius a d ε = R at hlo hhi hR ⊢
  have hlo' : (2 * (⌊R / √2⌋₊ : ℝ) + 1) ^ 2 ≤ beamCount a d ε := by exact_mod_cast hlo
  -- R/√2 ≤ 2⌊R/√2⌋ + 1
  have hx : R / √2 ≤ 2 * (⌊R / √2⌋₊ : ℝ) + 1 := by
    have hn : (0 : ℝ) ≤ ⌊R / √2⌋₊ := Nat.cast_nonneg _
    linarith [Nat.lt_floor_add_one (R / √2)]
  have hx2 := pow_le_pow_left₀ (by positivity) hx 2
  rw [div_pow, Real.sq_sqrt (by norm_num : (0 : ℝ) ≤ 2)] at hx2
  constructor
  · calc (R * d) ^ 2 / 2 = R ^ 2 / 2 * d ^ 2 := by ring
      _ ≤ _ := mul_le_mul_of_nonneg_right (hx2.trans hlo') (sq_nonneg d)
  · calc _ ≤ (2 * R + 1) ^ 2 * d ^ 2 := mul_le_mul_of_nonneg_right hhi (sq_nonneg d)
      _ = _ := by ring
```

For $0 < d < 1$ this yields $N \le (2c+1)^2/d^2$ and $1/d^2 \le (2/c^2)\,N$, where $c > 0$. These are the two `IsBigO.of_bound` constants, and `Ioo_mem_nhdsGT` restricts to that interval, which is enough for the filter `𝓝[>] 0`, the limit $d \to 0^+$. The symbol `=Θ` says that each function is bounded by a constant multiple of the other near the limit, at fixed $a$ and $\varepsilon$. It fixes the order $1/d^2$ and gives no limiting value for $N d^2$.

```lean
/-- At fixed `a > 0` and `0 < ε < 1`, the number of retained reciprocal vectors is of exact
order `1/d²` as the spacing `d` tends to zero from above. -/
theorem beamCount_isTheta {a ε : ℝ} (ha : 0 < a) (h0 : 0 < ε) (h1 : ε < 1) :
    (fun d : ℝ => (beamCount a d ε : ℝ)) =Θ[𝓝[>] 0] fun d : ℝ => 1 / d ^ 2 := by
  have hL : 0 < log (1 / ε) := Real.log_pos (by rw [lt_div_iff₀ h0]; linarith)
  have hc : 0 < cutoffLength a ε := div_pos (mul_pos ha hL) (by positivity)
  have n1 : ∀ d : ℝ, ‖(beamCount a d ε : ℝ)‖ = beamCount a d ε :=
    fun d => Real.norm_of_nonneg (Nat.cast_nonneg _)
  have n2 : ∀ d : ℝ, ‖1 / d ^ 2‖ = 1 / d ^ 2 := fun d => Real.norm_of_nonneg (by positivity)
  refine ⟨IsBigO.of_bound ((2 * cutoffLength a ε + 1) ^ 2) ?_,
    IsBigO.of_bound (2 / cutoffLength a ε ^ 2) ?_⟩
  · filter_upwards [Ioo_mem_nhdsGT (zero_lt_one' ℝ)] with d hd
    have hd2 : 0 < d ^ 2 := pow_pos hd.1 2
    rw [n1, n2, mul_one_div, le_div_iff₀ hd2]
    exact (beamCount_scaling ha hd.1 h0 h1).2.trans
      (pow_le_pow_left₀ (by linarith [hd.1]) (by linarith [hd.2]) 2)
  · filter_upwards [Ioo_mem_nhdsGT (zero_lt_one' ℝ)] with d hd
    have hd2 : 0 < d ^ 2 := pow_pos hd.1 2
    rw [n1, n2, div_le_iff₀ hd2]
    calc (1 : ℝ) = 2 / cutoffLength a ε ^ 2 * (cutoffLength a ε ^ 2 / 2) := by field_simp
      _ ≤ 2 / cutoffLength a ε ^ 2 * (beamCount a d ε * d ^ 2) :=
        mul_le_mul_of_nonneg_left (beamCount_scaling ha hd.1 h0 h1).1 (by positivity)
      _ = _ := by ring

end

end LayerBeamCount
```

```lean
#print axioms LayerBeamCount.beamCount_scaling
-- 'LayerBeamCount.beamCount_scaling' depends on axioms: [propext, Classical.choice, Quot.sound]
#print axioms LayerBeamCount.beamCount_isTheta
-- 'LayerBeamCount.beamCount_isTheta' depends on axioms: [propext, Classical.choice, Quot.sound]
```

## Relaxing the hypotheses

Keep $a = 2\pi$. For $\varepsilon = 2$ and $d = 1$ nothing passes, because $e^{-\|g\|} \le 1 < 2$, so $N = 0$ falls below the lower bound, which is an odd square and at least $1$. For $\varepsilon = 1$ only $g = 0$ passes and $R = 0$; the bounds survive as $1 \le 1 \le 1$, but $N = 1$ for all $d > 0$ is not of order $1/d^2$. For $d = 0$ and $\varepsilon = 1/2$ every factor equals $1$, all of $\mathbb{Z}^2$ is retained, and finiteness fails. These cases, like the opening counts, are arithmetic on paper and were not put to Lean.
